# For a normalised orbital, the squared l1 norm times the inverse participation ratio is at least one

## Amplitudes, l1 norm and participation ratio

Expand an orbital in a finite orthonormal basis of site functions, and let \(c_i\) be its real or complex amplitude on site \(i\). The orbital is normalised when

\[
\sum_i |c_i|^2 = 1 ,
\]

so \(|c_i|^2\) is the weight on site \(i\). Three further sums are needed:

\[
\Lambda = \sum_i |c_i| , \qquad S = \sum_i |c_i|^3 , \qquad I = \sum_i |c_i|^4 .
\]

Here \(\Lambda\) is the l1 norm and \(I\) is the inverse participation ratio. The cubic moment \(S\) is an auxiliary quantity: for a normalised orbital it is the average of \(|c_i|\) taken with the site weights.

An orbital spread evenly over \(M\) sites has \(|c_i| = 1/\sqrt M\) on each of them, which gives \(I = 1/M\) and \(\Lambda = \sqrt M\). Among such evenly spread orbitals, a larger \(I\) means fewer occupied sites. For a general normalised orbital \(I \le \max_i |c_i|^2\), so a large \(I\) guarantees a site with large weight, while the remaining weight may still be spread over many sites. The value of \(I\) says nothing about whether the occupied sites are neighbours.

## Compressed modes and the spread of an orbital

Compressed modes are orbitals obtained by adding an l1 penalty to an energy that is minimised. The penalty favours a small \(\Lambda\), whereas localisation is often reported through \(I\). The question is what a small value of the first quantity guarantees about the second.

For any single normalised orbital in a finite orthonormal basis, the answer is a lower bound on \(I\). In electronic-structure work it lets a small l1 norm serve as a certificate of localisation in that basis, as measured by \(I\). No Hamiltonian or minimisation enters, so the orbital need not be a compressed mode.

## The bound, its equality case and the certificate

For every normalised orbital,

\[
\Lambda^2 I \ge 1 ,
\]

with equality exactly when all nonzero amplitudes have the same modulus. This is `l1Norm_sq_mul_ipr` in the Lean file below. The theorem `real_orbital_bound` states it for real vectors with ordinary absolute values:

\[
\Bigl(\sum_i |c_i|\Bigr)^2 \sum_i c_i^4 \ge 1 \quad\text{whenever}\quad \sum_i c_i^2 = 1 ,
\]

with the same equality condition.

The theorem `localisation_certificate` draws the consequence. If \(\Lambda \le L\), then \(I \ge 1/L^2\), and some site has \(|c_i| \ge 1/L\).

The Lean objects correspond to the physics as follows.

- `ι` is the finite set of sites, and `𝕜` is the field of real or complex numbers.
- `c : ι → 𝕜` is the list of amplitudes. The expression `‖c i‖` is the modulus of one amplitude, not the norm of the whole orbital.
- `IsNormalised c` is the condition of unit total weight. It is a hypothesis of the general theorems and has to be supplied for the orbital at hand.
- `l1Norm c`, `cubicMoment c` and `ipr c` are \(\Lambda\), \(S\) and \(I\).

The step left to the user is the passage from an orbital in continuous space to a finite list of amplitudes. On a uniform grid with cell volume \(v\), the normalised amplitudes are \(c_i = \sqrt v\,\psi(x_i)\), where \(\psi(x_i)\) are the grid values of the orbital, scaled so that \(v\sum_i|\psi(x_i)|^2 = 1\). Both \(\Lambda\) and \(I\) then depend on the grid, so an l1 norm computed as an integral must be converted before it is used as \(L\).

## Two inequalities through the cubic moment

A normalised orbital has at least one nonzero amplitude, since otherwise its total weight would be zero. Hence \(\Lambda > 0\).

Now expand a sum whose terms are all nonnegative:

\[
\begin{aligned}
0 &\le \sum_i |c_i|\,(1 - \Lambda |c_i|)^2 \\
&= \sum_i |c_i| - 2\Lambda \sum_i |c_i|^2 + \Lambda^2 \sum_i |c_i|^3 \\
&= \Lambda - 2\Lambda + \Lambda^2 S = \Lambda(\Lambda S - 1) .
\end{aligned}
\]

Dividing by \(\Lambda\) gives \(\Lambda S \ge 1\).

The second inequality comes from the variance of the modulus, taken with the site weights:

\[
\begin{aligned}
0 &\le \sum_i |c_i|^2 (|c_i| - S)^2 \\
&= \sum_i |c_i|^4 - 2S\sum_i |c_i|^3 + S^2 \sum_i |c_i|^2 \\
&= I - 2S^2 + S^2 = I - S^2 .
\end{aligned}
\]

Together they give

\[
\Lambda^2 I = (\Lambda S)^2 + \Lambda^2 (I - S^2) \ge 1 ,
\]

because the first term is at least one and the second is nonnegative.

## Equality means a flat modulus

Suppose \(\Lambda^2 I = 1\). In the last display the second term must then vanish, and since \(\Lambda > 0\), the variance \(I - S^2\) is zero. Each term \(|c_i|^2(|c_i| - S)^2\) is therefore zero, so every nonzero amplitude has modulus \(S\).

Conversely, suppose all nonzero amplitudes have modulus \(t\). Then \(|c_i|^2 = t|c_i|\) on every site, including the empty ones. Summing gives \(1 = t\Lambda\). Squaring the same relation gives \(|c_i|^4 = t^2|c_i|^2\), and summing this gives \(I = t^2\). Hence \(\Lambda^2 I = (t\Lambda)^2 = 1\).

A single site is the smallest case: its amplitude has modulus one, and \(\Lambda = I = 1\).

## From an l1 bound to an occupied site

Let \(\Lambda \le L\). Then \(L > 0\), and \(1 \le \Lambda^2 I \le L^2 I\), which gives \(I \ge 1/L^2\).

For the second part of the certificate, suppose that every modulus were below \(1/L\). Then

\[
1 = \sum_i |c_i|^2 < \frac1L \sum_i |c_i| = \frac{\Lambda}{L} \le 1 ,
\]

a contradiction. The inequality is strict because at least one amplitude is nonzero. So some site carries weight at least \(1/L^2\).

## A large l1 norm does not force a small inverse participation ratio

The certificate works in one direction. Take a positive integer \(m\), put amplitude \(3/5\) on one site, and put amplitude \(4/(5m)\) on each of \(m^2\) further sites. Then

\[
\begin{aligned}
\sum_i |c_i|^2 &= \frac{9}{25} + m^2\,\frac{16}{25m^2} = 1 , \\
I &= \frac{81}{625} + m^2\,\frac{256}{625m^4} \ge \frac{81}{625} , \\
\Lambda &= \frac35 + m^2\,\frac{4}{5m} = \frac{3+4m}{5} .
\end{aligned}
\]

As \(m\) grows, the l1 norm exceeds any bound while \(I\) stays above a fixed positive value. A large l1 norm is thus compatible with localisation as measured by \(I\): for large \(m\) the wide tail of small amplitudes contributes much to \(\Lambda\) and little to \(I\), although it carries \(16/25\) of the total weight.

In Lean this orbital is `tailOrbital m`, and the word "localised" in the name of its theorem refers only to the lower bound on \(I\). Its site set `Option (Fin (m ^ 2))` consists of the \(m^2\) tail sites and one extra site, called `none`. The hypothesis `0 < m` excludes the case with no tail, in which the total weight would be only \(9/25\).

## The complete Lean file

```lean
import Mathlib

open Finset

namespace CompressedModeLocalisation

noncomputable section

variable {ι 𝕜 : Type*} [Fintype ι] [RCLike 𝕜]

/-- The orbital with amplitudes `c i` is normalised: its site weights sum to one. -/
def IsNormalised (c : ι → 𝕜) : Prop := ∑ i, ‖c i‖ ^ 2 = 1

/-- The l1 norm of an orbital, the sum of the moduli of its amplitudes. -/
def l1Norm (c : ι → 𝕜) : ℝ := ∑ i, ‖c i‖

/-- The inverse participation ratio, the sum of the squared site weights. -/
def ipr (c : ι → 𝕜) : ℝ := ∑ i, ‖c i‖ ^ 4

/-- The cubic moment; for a normalised orbital it is the mean modulus of the amplitude,
averaged with the site weights. -/
def cubicMoment (c : ι → 𝕜) : ℝ := ∑ i, ‖c i‖ ^ 3

/-- A normalised orbital has a nonzero amplitude on some site. -/
theorem exists_amplitude_ne_zero (c : ι → 𝕜) (hc : IsNormalised c) : ∃ i, c i ≠ 0 := by
  by_contra h
  have hz : ∀ i, c i = 0 := fun i => by
    by_contra hi
    exact h ⟨i, hi⟩
  simp [IsNormalised, hz] at hc

/-- The l1 norm of a normalised orbital is positive. -/
theorem l1Norm_pos (c : ι → 𝕜) (hc : IsNormalised c) : 0 < l1Norm c := by
  obtain ⟨i, hi⟩ := exists_amplitude_ne_zero c hc
  exact Finset.sum_pos' (fun j _ => norm_nonneg (c j)) ⟨i, mem_univ i, norm_pos_iff.2 hi⟩

/-- For a normalised orbital the product of the l1 norm and the cubic moment is at least one. -/
theorem one_le_l1Norm_mul_cubicMoment (c : ι → 𝕜) (hc : IsNormalised c) :
    1 ≤ l1Norm c * cubicMoment c := by
  have h2 : ∑ i, ‖c i‖ ^ 2 = 1 := hc
  have h1 : ∑ i, ‖c i‖ = l1Norm c := rfl
  have h3 : ∑ i, ‖c i‖ ^ 3 = cubicMoment c := rfl
  have hL := l1Norm_pos c hc
  -- expand a manifestly nonnegative sum
  have key : ∑ i, ‖c i‖ * (1 - l1Norm c * ‖c i‖) ^ 2
      = l1Norm c * (l1Norm c * cubicMoment c - 1) := by
    calc _ = ∑ i, (‖c i‖ - 2 * l1Norm c * ‖c i‖ ^ 2 + l1Norm c ^ 2 * ‖c i‖ ^ 3) :=
          Finset.sum_congr rfl fun i _ => by ring
      _ = _ := by
          simp only [Finset.sum_add_distrib, Finset.sum_sub_distrib, ← Finset.mul_sum, h1, h2, h3]
          ring
  have hnn : 0 ≤ ∑ i, ‖c i‖ * (1 - l1Norm c * ‖c i‖) ^ 2 :=
    Finset.sum_nonneg fun i _ => mul_nonneg (norm_nonneg _) (sq_nonneg _)
  rw [key] at hnn
  by_contra hlt
  have := mul_pos hL (sub_pos.2 (not_le.1 hlt))
  nlinarith

/-- For a normalised orbital, the variance of the amplitude modulus, taken with the site
weights, is the inverse participation ratio minus the squared cubic moment. -/
theorem modulus_variance (c : ι → 𝕜) (hc : IsNormalised c) :
    ∑ i, ‖c i‖ ^ 2 * (‖c i‖ - cubicMoment c) ^ 2 = ipr c - cubicMoment c ^ 2 := by
  have h2 : ∑ i, ‖c i‖ ^ 2 = 1 := hc
  have h3 : ∑ i, ‖c i‖ ^ 3 = cubicMoment c := rfl
  have h4 : ∑ i, ‖c i‖ ^ 4 = ipr c := rfl
  calc _ = ∑ i, (‖c i‖ ^ 4 - 2 * cubicMoment c * ‖c i‖ ^ 3 + cubicMoment c ^ 2 * ‖c i‖ ^ 2) :=
        Finset.sum_congr rfl fun i _ => by ring
    _ = _ := by
        simp only [Finset.sum_add_distrib, Finset.sum_sub_distrib, ← Finset.mul_sum, h2, h3, h4]
        ring

/-- For a normalised real or complex orbital, the squared l1 norm times the inverse participation
ratio is at least one, with equality exactly when all nonzero amplitudes have equal modulus. -/
theorem l1Norm_sq_mul_ipr (c : ι → 𝕜) (hc : IsNormalised c) :
    1 ≤ l1Norm c ^ 2 * ipr c ∧
      (l1Norm c ^ 2 * ipr c = 1 ↔ ∀ i j, c i ≠ 0 → c j ≠ 0 → ‖c i‖ = ‖c j‖) := by
  have hL := l1Norm_pos c hc
  have hvar := modulus_variance c hc
  have hterm : ∀ i ∈ univ, 0 ≤ ‖c i‖ ^ 2 * (‖c i‖ - cubicMoment c) ^ 2 :=
    fun i _ => by positivity
  have hV : 0 ≤ ipr c - cubicMoment c ^ 2 := hvar ▸ Finset.sum_nonneg hterm
  have hLS : 1 ≤ (l1Norm c * cubicMoment c) ^ 2 :=
    one_le_pow₀ (one_le_l1Norm_mul_cubicMoment c hc)
  have hprod := mul_nonneg (sq_nonneg (l1Norm c)) hV
  refine ⟨by linarith [mul_pow (l1Norm c) (cubicMoment c) 2], fun heq => ?_, fun h => ?_⟩
  · -- equality forces the variance of the modulus to vanish
    have hV0 : ipr c - cubicMoment c ^ 2 = 0 := by
      have h0 : l1Norm c ^ 2 * (ipr c - cubicMoment c ^ 2) = 0 := by
        linarith [mul_pow (l1Norm c) (cubicMoment c) 2]
      exact (mul_eq_zero.1 h0).resolve_left (pow_pos hL 2).ne'
    rw [hV0] at hvar
    have hall : ∀ i, c i ≠ 0 → ‖c i‖ = cubicMoment c := fun i hi => by
      have hz := (Finset.sum_eq_zero_iff_of_nonneg hterm).1 hvar i (mem_univ i)
      have hs := (mul_eq_zero.1 hz).resolve_left (pow_pos (norm_pos_iff.2 hi) 2).ne'
      exact sub_eq_zero.1 (pow_eq_zero_iff two_ne_zero |>.1 hs)
    intro i j hi hj
    rw [hall i hi, hall j hj]
  · -- a common modulus t gives t * l1 = 1 and ipr = t ^ 2
    obtain ⟨k, hk⟩ := exists_amplitude_ne_zero c hc
    have h2 : ∑ i, ‖c i‖ ^ 2 = 1 := hc
    have hflat : ∀ i, ‖c i‖ ^ 2 = ‖c k‖ * ‖c i‖ := fun i => by
      by_cases hi : c i = 0
      · simp [hi]
      · rw [h i k hi hk]
        ring
    have ht : ‖c k‖ * l1Norm c = 1 := by
      rw [← h2, l1Norm, Finset.mul_sum]
      exact Finset.sum_congr rfl fun i _ => (hflat i).symm
    have hI : ipr c = ‖c k‖ ^ 2 := by
      calc ipr c = ∑ i, ‖c k‖ ^ 2 * ‖c i‖ ^ 2 := Finset.sum_congr rfl fun i _ => by
            linear_combination (‖c i‖ ^ 2 + ‖c k‖ * ‖c i‖) * hflat i
        _ = ‖c k‖ ^ 2 := by rw [← Finset.mul_sum, h2, mul_one]
    rw [hI]
    linear_combination (‖c k‖ * l1Norm c + 1) * ht

/-- For a real vector with unit sum of squares, `(∑ |c i|)² (∑ c i⁴) ≥ 1`, with equality exactly
when all nonzero components have equal absolute value. -/
theorem real_orbital_bound (c : ι → ℝ) (hc : ∑ i, c i ^ 2 = 1) :
    1 ≤ (∑ i, |c i|) ^ 2 * ∑ i, c i ^ 4 ∧
      ((∑ i, |c i|) ^ 2 * ∑ i, c i ^ 4 = 1 ↔
        ∀ i j, c i ≠ 0 → c j ≠ 0 → |c i| = |c j|) := by
  have hn : IsNormalised c := by
    simpa only [IsNormalised, Real.norm_eq_abs, sq_abs] using hc
  have h4 : ipr c = ∑ i, c i ^ 4 := Finset.sum_congr rfl fun i _ => by
    rw [show ‖c i‖ ^ 4 = (‖c i‖ ^ 2) ^ 2 by ring, Real.norm_eq_abs, sq_abs]
    ring
  have h := l1Norm_sq_mul_ipr c hn
  rw [h4] at h
  simpa only [l1Norm, Real.norm_eq_abs] using h

/-- If a normalised orbital has l1 norm at most `L`, its inverse participation ratio is at least
`1 / L²` and some site carries an amplitude of modulus at least `1 / L`. -/
theorem localisation_certificate (c : ι → 𝕜) (hc : IsNormalised c) (L : ℝ)
    (hL : l1Norm c ≤ L) : 1 / L ^ 2 ≤ ipr c ∧ ∃ i, 1 / L ≤ ‖c i‖ := by
  have hpos := l1Norm_pos c hc
  have hL0 : 0 < L := hpos.trans_le hL
  constructor
  · have hI : 0 ≤ ipr c := Finset.sum_nonneg fun i _ => by positivity
    rw [div_le_iff₀ (pow_pos hL0 2)]
    have hm := mul_le_mul_of_nonneg_right (pow_le_pow_left₀ hpos.le hL 2) hI
    linarith [(l1Norm_sq_mul_ipr c hc).1]
  · by_contra h
    have hlt : ∀ i, ‖c i‖ < 1 / L := fun i => not_le.1 fun hi => h ⟨i, hi⟩
    obtain ⟨k, hk⟩ := exists_amplitude_ne_zero c hc
    -- if every modulus were below 1 / L, the total weight would be below one
    have hsum : ∑ i, ‖c i‖ ^ 2 < ∑ i, 1 / L * ‖c i‖ := by
      refine Finset.sum_lt_sum (fun i _ => ?_) ⟨k, mem_univ k, ?_⟩
      · rw [sq]
        exact mul_le_mul_of_nonneg_right (hlt i).le (norm_nonneg _)
      · rw [sq]
        exact mul_lt_mul_of_pos_right (hlt k) (norm_pos_iff.2 hk)
    have h2 : ∑ i, ‖c i‖ ^ 2 = 1 := hc
    have h1 : ∑ i, ‖c i‖ = l1Norm c := rfl
    rw [h2, ← Finset.mul_sum, h1, one_div_mul_eq_div, lt_div_iff₀ hL0] at hsum
    linarith

/-- An orbital with amplitude `3/5` on one site and a flat tail over `m²` further sites,
for `m` positive. -/
def tailOrbital (m : ℕ) : Option (Fin (m ^ 2)) → ℝ
  | none => 3 / 5
  | some _ => 4 / (5 * m)

/-- For positive `m` the tail orbital is normalised and its inverse participation ratio is at
least `81/625`, while its l1 norm is `(3 + 4 m) / 5`. -/
theorem tailOrbital_localised_with_large_l1Norm (m : ℕ) (hm : 0 < m) :
    IsNormalised (tailOrbital m) ∧ 81 / 625 ≤ ipr (tailOrbital m) ∧
      l1Norm (tailOrbital m) = (3 + 4 * m) / 5 := by
  have hm' : (m : ℝ) ≠ 0 := Nat.cast_ne_zero.2 hm.ne'
  have ha : ‖(3 / 5 : ℝ)‖ = 3 / 5 := Real.norm_of_nonneg (by norm_num)
  have hb : ‖(4 / (5 * m) : ℝ)‖ = 4 / (5 * m) := Real.norm_of_nonneg (by positivity)
  have hmul : (m : ℝ) * (4 / (5 * m)) = 4 / 5 := by field_simp
  simp only [IsNormalised, ipr, l1Norm, Fintype.sum_option, tailOrbital, ha, hb,
    Finset.sum_const, Finset.card_univ, Fintype.card_fin, nsmul_eq_mul, Nat.cast_pow]
  generalize (4 : ℝ) / (5 * m) = b at hmul ⊢
  refine ⟨?_, ?_, ?_⟩
  · linear_combination (m * b + 4 / 5) * hmul
  · have : 0 ≤ (m : ℝ) ^ 2 * b ^ 4 := by positivity
    linarith
  · linear_combination (m : ℝ) * hmul

end

end CompressedModeLocalisation
```

```lean
#print axioms CompressedModeLocalisation.l1Norm_sq_mul_ipr
#print axioms CompressedModeLocalisation.real_orbital_bound
#print axioms CompressedModeLocalisation.localisation_certificate
#print axioms CompressedModeLocalisation.tailOrbital_localised_with_large_l1Norm
```

```
'CompressedModeLocalisation.l1Norm_sq_mul_ipr' depends on axioms: [propext, Classical.choice, Quot.sound]
'CompressedModeLocalisation.real_orbital_bound' depends on axioms: [propext, Classical.choice, Quot.sound]
'CompressedModeLocalisation.localisation_certificate' depends on axioms: [propext, Classical.choice, Quot.sound]
'CompressedModeLocalisation.tailOrbital_localised_with_large_l1Norm' depends on axioms: [propext, Classical.choice, Quot.sound]
```

## Moments, variance and equality in the Lean proof

The lemmas `exists_amplitude_ne_zero` and `l1Norm_pos` supply the nonzero amplitude and the positivity of \(\Lambda\). The first assumes that all amplitudes vanish and contradicts normalisation. The second uses the fact that a sum of nonnegative terms with one positive term is positive.

In `one_le_l1Norm_mul_cubicMoment`, the equation `key` is the expansion of \(\sum_i |c_i|(1-\Lambda|c_i|)^2\). The tactic `ring` multiplies out each term, and the sum lemmas then separate the three moments and take constants outside. The derivation above divides by \(\Lambda\) at this point. Lean argues by contradiction instead: if \(\Lambda S < 1\), then \(\Lambda(1-\Lambda S)\) is positive, which conflicts with the nonnegative sum, and `nlinarith` closes the case.

The lemma `modulus_variance` proves the variance identity in the same way, with normalisation replacing \(\sum_i|c_i|^2\) by one.

The main theorem `l1Norm_sq_mul_ipr` first collects the ingredients of the bound: `hV` is \(I - S^2 \ge 0\), `hLS` is \((\Lambda S)^2 \ge 1\), and `hprod` is \(\Lambda^2(I-S^2) \ge 0\). With the identity \((\Lambda S)^2 = \Lambda^2 S^2\), `linarith` adds them up. The two directions of the equality condition follow.

- From equality, `hV0` states that the variance is zero. The lemma `Finset.sum_eq_zero_iff_of_nonneg` turns a vanishing sum of nonnegative terms into vanishing terms, and `hall` concludes that every nonzero amplitude has modulus \(S\).
- From equal moduli, the proof picks a site `k` with nonzero amplitude and uses `‖c k‖` as the common value \(t\). The statement `hflat` is \(|c_i|^2 = t|c_i|\), proved separately for empty and occupied sites. Then `ht` is \(t\Lambda = 1\) and `hI` is \(I = t^2\). The last `linear_combination` uses the factorisation \((t\Lambda)^2 - 1 = (t\Lambda+1)(t\Lambda-1)\).

The theorem `real_orbital_bound` applies this result to real amplitudes, translating moduli into absolute values and removing them from even powers.

In `localisation_certificate`, the bound on \(I\) comes from the main theorem and the monotonicity of the square. The existence of a site with \(|c_i| \ge 1/L\) is proved by contradiction, with `hsum` as the strict inequality between \(\sum_i|c_i|^2\) and \(\Lambda/L\).

For the tail orbital, `Fintype.sum_option` splits each sum into the extra site and the tail. The proof then writes `b` for the tail amplitude and keeps only the relation \(mb = 4/5\). Normalisation and the l1 norm follow from this relation by algebra, while the bound on \(I\) needs only that the tail's contribution \(m^2b^4\) is nonnegative.
